# Shifting a Hermitian positive definite system by $\sigma$ with $\operatorname{Re}\sigma\ge 0$ never enlarges the Galerkin residual in its Krylov space

With a Hamiltonian matrix in a finite basis, the linear response of a molecule at imaginary frequency $i\omega$ can be found by solving, in units with $\hbar=1$, $(A\pm i\omega)x=b$ for both signs. Here $b$ is the perturbation applied to a non-degenerate ground state and projected orthogonally to it, and $A$ is the Hamiltonian minus the ground-state energy on that orthogonal complement. Usually many values of $\omega$ are wanted. The vectors $b, Ab, A^2b,\dots$ span the same spaces whether or not a multiple of the identity is added to $A$, so one sequence of spaces serves all frequencies. If the iteration is stopped when the residual at $\omega=0$ is small, are the other residuals small too?

For Hermitian positive definite $A$ they are, provided that all solutions are Galerkin solutions from the same one of these spaces, which are called Krylov spaces. A Galerkin solution lies in the space and has a residual orthogonal to it. With shift $\sigma$, $\operatorname{Re}\sigma\ge0$, and residual $r_\sigma$,

$$r_\sigma=\prod_{j=0}^{n-1}\frac{t_j}{t_j+\sigma}\;r_0,\qquad \|r_\sigma\|\le\|r_0\|,$$

where $n$ is the dimension of the space and the $t_j$ are the Ritz values, the approximate eigenvalues that $A$ has in it.

## The space, the solutions and the Ritz pairs

```lean
import Mathlib

open Polynomial
open scoped InnerProductSpace

noncomputable section

namespace ShiftedGalerkin

variable {E : Type*} [NormedAddCommGroup E] [InnerProductSpace ℂ E]
  {A : E →ₗ[ℂ] E} {b : E} {n : ℕ} {t : Fin n → ℝ} {v : Fin n → E}
```

The space `E` is a complex inner product space of any dimension, and `A` is a linear map defined on all of it, such as a Hamiltonian matrix in a finite basis. The index type `Fin n` runs over $0,\dots,n-1$, and the type of `t` makes the Ritz values real.

```lean
/-- The Krylov space of all vectors `q(A) b` with `q` a polynomial of degree below `n`. -/
def krylov (A : E →ₗ[ℂ] E) (b : E) (n : ℕ) : Submodule ℂ E :=
  (degreeLT ℂ n).map (LinearMap.applyₗ b ∘ₗ (aeval A).toLinearMap)
```

The Krylov space $K$ consists of all $q(A)b$ with $q$ a polynomial of degree below $n$, which is the span of $b,\dots,A^{n-1}b$. In Lean, `aeval A` inserts the operator into a polynomial.

```lean
/-- The residual `b - (A + σ) x` of the shifted system. -/
def residual (A : E →ₗ[ℂ] E) (b : E) (σ : ℂ) (x : E) : E := b - (A x + σ • x)
```

This is $r_\sigma=b-(A+\sigma)x$. The symbol `•` multiplies a vector by a scalar.

```lean
/-- `x` is a Galerkin solution of `(A + σ) x = b`: it lies in the Krylov space and its
residual is orthogonal to that space. -/
structure IsGalerkin (A : E →ₗ[ℂ] E) (b : E) (n : ℕ) (σ : ℂ) (x : E) : Prop where
  mem : x ∈ krylov A b n
  orth : ∀ y ∈ krylov A b n, ⟪y, residual A b σ x⟫_ℂ = 0
```

A Galerkin solution lies in $K$ and leaves a residual orthogonal to $K$. Without rounding, conjugate gradients started from zero produce such solutions for Hermitian positive definite $A$ and real $\sigma\ge0$. The inner product is conjugate-linear in its first slot, like a bra-ket.

```lean
/-- Ritz values `t` and Ritz vectors `v`: the `v i` are an orthonormal basis of the Krylov
space, and each `A v i - t i v i` is orthogonal to that space. -/
structure IsRitz (A : E →ₗ[ℂ] E) (b : E) (n : ℕ) (t : Fin n → ℝ) (v : Fin n → E) : Prop where
  orthonormal : Orthonormal ℂ v
  span_eq : Submodule.span ℂ (Set.range v) = krylov A b n
  orth : ∀ i, ∀ y ∈ krylov A b n, ⟪y, A (v i) - (t i : ℂ) • v i⟫_ℂ = 0
```

The Ritz vectors $v_i$ form an orthonormal basis of $K$, and $Av_i-t_iv_i$ is orthogonal to $K$: seen from inside $K$, each $v_i$ is an eigenvector. An orthonormal basis with $n$ members forces $\dim K=n$, so the Krylov sequence has not yet become linearly dependent.

```lean
/-- The Ritz polynomial `∏ (t j - X)`. -/
def ritzPoly (t : Fin n → ℝ) : ℂ[X] := ∏ j, (C (t j : ℂ) - X)
```

This polynomial, $p(X)=\prod_j(t_j-X)$, links the residuals of all shifts.

## Ritz pairs exist

```lean
/-- A Hermitian operator has Ritz pairs in every Krylov space of full dimension `n`. -/
theorem exists_ritz (hA : A.IsSymmetric) (hn : Module.finrank ℂ (krylov A b n) = n) :
    ∃ t v, IsRitz A b n t v := by
  have : Module.Finite ℂ (degreeLT ℂ n) := Module.Finite.equiv (degreeLTEquiv ℂ n).symm
  have : FiniteDimensional ℂ (krylov A b n) := by unfold krylov; infer_instance
  -- diagonalise the compression of `A` to the Krylov space
  let K := krylov A b n
  let T : K →ₗ[ℂ] K := K.orthogonalProjectionOnto.toLinearMap ∘ₗ A ∘ₗ K.subtype
  have hT : T.IsSymmetric := fun x y =>
    ((Submodule.inner_orthogonalProjectionOnto_eq_of_mem_right y (A x)).trans (hA x y)).trans
      (Submodule.inner_orthogonalProjectionOnto_eq_of_mem_left x (A y)).symm
  let B := hT.eigenvectorBasis hn
  refine ⟨hT.eigenvalues hn, fun i => (B i : E),
    B.orthonormal.comp_linearIsometry K.subtypeₗᵢ, ?_, fun i y hy => ?_⟩
  · have h1 : Set.range (fun i => (B i : E)) = K.subtype '' Set.range B :=
      Set.range_comp K.subtype B
    rw [h1, ← Submodule.map_span, ← B.coe_toBasis, B.toBasis.span_eq, Submodule.map_top,
      Submodule.range_subtype]
  · have e : T (B i) = ((hT.eigenvalues hn i : ℝ) : ℂ) • B i := hT.apply_eigenvectorBasis hn i
    have e2 : ⟪(⟨y, hy⟩ : K), T (B i)⟫_ℂ
        = ⟪y, ((hT.eigenvalues hn i : ℝ) : ℂ) • (B i : E)⟫_ℂ := by
      rw [e]; rfl
    rw [inner_sub_right, sub_eq_zero]
    exact (Submodule.inner_orthogonalProjectionOnto_eq_of_mem_left
      (⟨y, hy⟩ : K) (A (B i))).symm.trans e2
```

The statement says that if $A$ is Hermitian (`IsSymmetric`) and $\dim K=n$, then Ritz values and vectors exist.

By hand, let $P$ be the orthogonal projector onto $K$ and $T=PA$ restricted to $K$. For $x,y\in K$,

$$\langle x,Ty\rangle=\langle x,Ay\rangle=\langle Ax,y\rangle=\langle Tx,y\rangle,$$

so $T$ is Hermitian and has an orthonormal eigenbasis $Tv_i=t_iv_i$. For $y\in K$ this gives $\langle y,Av_i\rangle=\langle y,Tv_i\rangle=t_i\langle y,v_i\rangle$, which is the required orthogonality. In the code `hT` is the Hermiticity of `T`, and `eigenvectorBasis` supplies the basis.

## A vector orthogonal to the Krylov space

```lean
/-- A product of factors `t j - X` has as degree the number of its factors. -/
theorem degree_prod_ritz (t : Fin n → ℝ) (S : Finset (Fin n)) :
    (∏ j ∈ S, (C (t j : ℂ) - X)).degree = ((Finset.card S : ℕ) : WithBot ℕ) := by
  have h : ∀ j, (C (t j : ℂ) - X).degree = 1 := fun j => by
    rw [← neg_sub, degree_neg, degree_X_sub_C]
  simp only [degree_prod, h, Finset.sum_const, nsmul_one]
```

Each factor $t_j-X$ has degree 1, so a product over a set `S` of indices has degree $|S|$. The type `WithBot ℕ` leaves room for the degree $-\infty$ of the zero polynomial.

```lean
/-- A vector orthogonal to all Ritz vectors is orthogonal to the Krylov space. -/
theorem IsRitz.orth_of (h : IsRitz A b n t v) {w : E} (hw : ∀ i, ⟪v i, w⟫_ℂ = 0) :
    ∀ y ∈ krylov A b n, ⟪y, w⟫_ℂ = 0 := by
  intro y hy
  rw [← h.span_eq] at hy
  induction hy using Submodule.span_induction with
  | mem x hx => obtain ⟨i, rfl⟩ := hx; exact hw i
  | zero => simp
  | add x y _ _ hx hy => rw [inner_add_left, hx, hy, add_zero]
  | smul c x _ hx => rw [inner_smul_left, hx, mul_zero]
```

If $\langle v_i,w\rangle=0$ for all $i$, then $w$ is orthogonal to every combination of the $v_i$, hence to $K$. The induction checks the basis vectors, zero, sums and multiples in turn.

```lean
/-- For Hermitian `A` and `y` in the Krylov space, the component of `A y` along a Ritz vector
is the Ritz value times that of `y`. -/
theorem IsRitz.inner_apply (hA : A.IsSymmetric) (h : IsRitz A b n t v) (i : Fin n) {y : E}
    (hy : y ∈ krylov A b n) : ⟪v i, A y⟫_ℂ = t i * ⟪v i, y⟫_ℂ := by
  have h1 := inner_eq_zero_symm.1 (h.orth i y hy)
  rw [inner_sub_left, inner_smul_left, Complex.conj_ofReal, hA (v i) y] at h1
  linear_combination h1
```

For $y\in K$, Hermiticity and the Ritz condition give

$$\langle v_i,Ay\rangle=\langle Av_i,y\rangle=t_i\langle v_i,y\rangle.$$

The last step uses that $t_i$ is real, which is `Complex.conj_ofReal` in the proof.

```lean
/-- For Hermitian `A`, the Ritz polynomial of `A` applied to `b` is orthogonal to the
Krylov space. -/
theorem ritzPoly_orth (hA : A.IsSymmetric) (h : IsRitz A b n t v) :
    ∀ y ∈ krylov A b n, ⟪y, aeval A (ritzPoly t) b⟫_ℂ = 0 := by
  refine h.orth_of fun i => ?_
  -- split off the factor `t i - A`, which annihilates the component along `v i`
  have hq : aeval A (∏ j ∈ Finset.univ.erase i, (C (t j : ℂ) - X)) b ∈ krylov A b n := by
    refine ⟨_, mem_degreeLT.2 ?_, rfl⟩
    rw [degree_prod_ritz, Nat.cast_lt]
    exact lt_of_lt_of_eq (Finset.card_erase_lt_of_mem (Finset.mem_univ i)) (by simp)
  rw [ritzPoly, ← Finset.mul_prod_erase _ _ (Finset.mem_univ i), map_mul,
    Module.End.mul_apply, map_sub, aeval_C, aeval_X, LinearMap.sub_apply,
    Module.algebraMap_end_apply, inner_sub_right, inner_smul_right, h.inner_apply hA i hq,
    sub_self]
```

The claim is $p(A)b\perp K$. Fix $i$ and write $p(A)b=(t_i-A)w$, where $w=\prod_{j\ne i}(t_j-A)\,b$. The polynomial in $w$ has degree $n-1$, so $w\in K$; this is `hq`. By the previous lemma,

$$\langle v_i,(t_i-A)w\rangle=t_i\langle v_i,w\rangle-t_i\langle v_i,w\rangle=0.$$

This holds for every $i$, and `orth_of` extends it to all of $K$.

## Every residual is a multiple of that vector

```lean
/-- For Hermitian `A` with Ritz values `t` and a shift with no `t j + σ` equal to zero, the Galerkin
residual times `∏ (t j + σ)` is the Ritz polynomial of `A` applied to `b`. -/
theorem galerkin_residual (hA : A.IsSymmetric) (h : IsRitz A b n t v) {σ : ℂ}
    (hσ : ∀ j, (t j : ℂ) + σ ≠ 0) {x : E} (hx : IsGalerkin A b n σ x) :
    (∏ j, ((t j : ℂ) + σ)) • residual A b σ x = aeval A (ritzPoly t) b := by
  -- division by `X + σ` writes the right side as a multiple of a residual
  obtain ⟨y, hy, e⟩ : ∃ y ∈ krylov A b n, aeval A (ritzPoly t) b
      = (∏ j, ((t j : ℂ) + σ)) • b - (A y + σ • y) := by
    have hd : (ritzPoly t).degree = n := (degree_prod_ritz t Finset.univ).trans (by simp)
    have h0 : ritzPoly t ≠ 0 := by
      intro h0
      simp [h0] at hd
    have hq : (ritzPoly t /ₘ (X - C (-σ))).degree < n := by
      rw [← hd]
      exact degree_divByMonic_lt (ritzPoly t) (X - C (-σ)) h0
        (by rw [degree_X_sub_C]; exact zero_lt_one)
    refine ⟨-aeval A (ritzPoly t /ₘ (X - C (-σ))) b,
      Submodule.neg_mem _ ⟨_, mem_degreeLT.2 hq, rfl⟩, ?_⟩
    have e := modByMonic_add_div (ritzPoly t) (X - C (-σ))
    have ev : (ritzPoly t).eval (-σ) = ∏ j, ((t j : ℂ) + σ) := by simp [ritzPoly, eval_prod]
    rw [modByMonic_X_sub_C_eq_C_eval, ev] at e
    have e' := congrArg (fun p => aeval A p b) e
    simp only [map_add, map_mul, map_sub, aeval_C, aeval_X, LinearMap.add_apply,
      Module.End.mul_apply, LinearMap.sub_apply, Module.algebraMap_end_apply] at e'
    rw [← e', A.map_neg]
    module
  generalize ∏ j, ((t j : ℂ) + σ) = c at e ⊢
  -- uniqueness: test the difference against every Ritz vector
  obtain ⟨u, hu⟩ : ∃ u, u = y - c • x := ⟨_, rfl⟩
  have hK : u ∈ krylov A b n := hu ▸ Submodule.sub_mem _ hy (Submodule.smul_mem _ _ hx.mem)
  have hd : c • residual A b σ x - aeval A (ritzPoly t) b = A u + σ • u := by
    rw [e, residual, hu, A.map_sub, A.map_smul]
    module
  have hz : u = 0 := by
    refine inner_self_eq_zero.1 (h.orth_of (fun i => ?_) u hK)
    have hi : v i ∈ krylov A b n := by rw [← h.span_eq]; exact Submodule.subset_span ⟨i, rfl⟩
    have h1 : ⟪v i, A u + σ • u⟫_ℂ = 0 := by
      rw [← hd, inner_sub_right, inner_smul_right, hx.orth _ hi, ritzPoly_orth hA h _ hi,
        mul_zero, sub_zero]
    rw [inner_add_right, inner_smul_right, h.inner_apply hA i hK, ← add_mul] at h1
    exact (mul_eq_zero.1 h1).resolve_left (hσ i)
  rw [hz, A.map_zero, smul_zero, add_zero] at hd
  exact sub_eq_zero.1 hd
```

Put $c=\prod_j(t_j+\sigma)$. If no factor vanishes, every Galerkin solution $x$ satisfies $c\,r_\sigma=p(A)b$. Positivity of $A$ is not yet used.

First divide $p$ by $X+\sigma$. The remainder is $p(-\sigma)=c$, so $p(X)=c+(X+\sigma)g(X)$ with $\deg g<n$. With $y=-g(A)b\in K$,

$$p(A)b=c\,b-(A+\sigma)y.$$

Lean writes the divisor as `X - C (-σ)` and the quotient with `/ₘ`.

Next compare $y$ with $cx$. For $u=y-cx\in K$, subtraction gives

$$c\,r_\sigma-p(A)b=(A+\sigma)u.$$

Both terms on the left are orthogonal to $K$. Taking the inner product with $v_i$ therefore yields $0=(t_i+\sigma)\langle v_i,u\rangle$, and so $\langle v_i,u\rangle=0$ for every $i$. Thus $u$ lies in $K$ and is orthogonal to $K$, which makes it zero (`hz`), and the claim follows.

## Positivity and the comparison of shifts

```lean
/-- Each Ritz value is the real part of the Rayleigh quotient of its normalised Ritz vector. -/
theorem IsRitz.rayleigh (h : IsRitz A b n t v) (i : Fin n) : (⟪v i, A (v i)⟫_ℂ).re = t i := by
  have h1 := h.orth i (v i) (by rw [← h.span_eq]; exact Submodule.subset_span ⟨i, rfl⟩)
  rw [inner_sub_right, inner_smul_right, inner_self_eq_norm_sq_to_K, h.orthonormal.1 i,
    sub_eq_zero] at h1
  simp [h1]
```

Setting $y=v_i$ in the Ritz condition and using $\|v_i\|=1$ gives $\langle v_i,Av_i\rangle=t_i$.

```lean
/-- For Hermitian positive definite `A` with Ritz values `t` and `Re σ ≥ 0`, the shifted Galerkin
residual is the unshifted one times `∏ t j / (t j + σ)`, and its norm is no larger. -/
theorem shifted_residual (hA : A.IsSymmetric) (hpos : ∀ x ≠ 0, 0 < (⟪x, A x⟫_ℂ).re)
    (h : IsRitz A b n t v) {σ : ℂ} (hs : 0 ≤ σ.re) {x₀ x : E}
    (hx₀ : IsGalerkin A b n 0 x₀) (hx : IsGalerkin A b n σ x) :
    residual A b σ x = (∏ j, (t j : ℂ) / (t j + σ)) • residual A b 0 x₀ ∧
      ‖residual A b σ x‖ ≤ ‖residual A b 0 x₀‖ := by
  have ht : ∀ j, 0 < t j := fun j => h.rayleigh j ▸ hpos _ (h.orthonormal.ne_zero j)
  have hre : ∀ j, t j ≤ ‖(t j : ℂ) + σ‖ := fun j => by
    have h1 := Complex.re_le_norm ((t j : ℂ) + σ)
    rw [Complex.add_re, Complex.ofReal_re] at h1
    linarith
  have hσ : ∀ j, (t j : ℂ) + σ ≠ 0 := fun j => norm_pos_iff.1 ((ht j).trans_le (hre j))
  -- both residuals are multiples of the same vector
  have e1 := galerkin_residual hA h hσ hx
  have e0 := galerkin_residual hA h (σ := 0) (fun j => by simpa using (ht j).ne') hx₀
  simp only [add_zero] at e0
  have key : residual A b σ x = (∏ j, (t j : ℂ) / (t j + σ)) • residual A b 0 x₀ := by
    rw [Finset.prod_div_distrib, div_eq_inv_mul, mul_smul, e0, ← e1,
      inv_smul_smul₀ (Finset.prod_ne_zero_iff.2 fun j _ => hσ j)]
  refine ⟨key, ?_⟩
  rw [key, norm_smul, norm_prod]
  refine mul_le_of_le_one_left (norm_nonneg _)
    (Finset.prod_le_one (fun j _ => norm_nonneg _) fun j _ => ?_)
  rw [norm_div, Complex.norm_of_nonneg (ht j).le]
  exact (div_le_one ((ht j).trans_le (hre j))).2 (hre j)

end ShiftedGalerkin
```

The hypotheses are that $A$ is Hermitian, that $\langle x,Ax\rangle>0$ for $x\ne0$ (`hpos`), that Ritz pairs are given, that $\operatorname{Re}\sigma\ge0$, and that `x₀` and `x` are Galerkin solutions for shifts $0$ and $\sigma$. The conclusion joins the product formula and the norm bound by `∧`, "and".

By hand, $t_j=\langle v_j,Av_j\rangle>0$, and

$$|t_j+\sigma|\ge t_j+\operatorname{Re}\sigma\ge t_j>0.$$

No factor $t_j+\sigma$ or $t_j$ vanishes, so `galerkin_residual` applies at both shifts (`e1` and `e0`):

$$\prod_j(t_j+\sigma)\;r_\sigma=p(A)b=\prod_j t_j\;r_0.$$

Division gives the formula, `key`. Each factor $t_j/(t_j+\sigma)$ has modulus at most 1, which gives the bound.

The theorem takes the two Galerkin solutions as given. That they exist is a separate and short argument, not carried out in the code: in the Ritz basis the projected equations are diagonal, with nonzero entries $t_j+\sigma$.

For Galerkin solutions taken from the same Krylov space, a tolerance met by $\|r_0\|$ is thus met by the residual of every shift with $\operatorname{Re}\sigma\ge0$, as long as $A$ is Hermitian positive definite and rounding is ignored. The bound concerns residuals, not errors in the solutions.

## One dimension, and a two-dimensional example

For $n=0$ the only candidate solution is zero, both residuals equal $b$, and the empty product is 1. For $n=1$ and $b\neq0$, the Ritz value is $t_0=\langle b,Ab\rangle/\langle b,b\rangle$ and the solution is $x=b/(t_0+\sigma)$, so

$$r_\sigma=\frac{t_0b-Ab}{t_0+\sigma},$$

which is $t_0/(t_0+\sigma)$ times its value at $\sigma=0$.

For $n=2$ take

$$A=\begin{pmatrix}2&1&0\\1&2&1\\0&1&2\end{pmatrix},\qquad b=\begin{pmatrix}1\\0\\0\end{pmatrix}.$$

The eigenvalues $2$ and $2\pm\sqrt2$ are positive. The Krylov space is spanned by the first two unit vectors, and the upper left $2\times2$ block has eigenvalues $1$ and $3$, the Ritz values. Solving with this block gives $x_0=(2,-1,0)/3$ and $r_0=(0,0,\tfrac13)$. For $\sigma=1$ the solution is $x=(3,-1,0)/8$, with $r_1=(0,0,\tfrac18)$. The formula predicts the ratio $\tfrac12\cdot\tfrac34=\tfrac38$, and indeed $\tfrac38\cdot\tfrac13=\tfrac18$.

```lean
#print axioms ShiftedGalerkin.exists_ritz
#print axioms ShiftedGalerkin.shifted_residual
```

```
'ShiftedGalerkin.exists_ritz' depends on axioms: [propext, Classical.choice, Quot.sound]
'ShiftedGalerkin.shifted_residual' depends on axioms: [propext, Classical.choice, Quot.sound]
```
